# For linearly scaled $r^{-12}$ repulsion, the overlap integral divided by $\lambda$ diverges as $\lambda \to 0^+$

I am choosing the $\lambda$ points for a thermodynamic integration that grows a repulsive particle into a fluid, and I have to decide whether its $r^{-12}$ repulsion can be scaled linearly down to $\lambda=0$. I have been told that this endpoint is singular: for $\beta,\lambda>0$ the integral

$$I(\lambda)=\int_0^\infty r^2\left(1-e^{-\beta\lambda r^{-12}}\right)dr$$

is finite and scales as $\lambda^{1/4}$, so $I(\lambda)/\lambda$ blows up. Can this be derived rigorously and checked by machine?

## Growth as $\lambda^{1/4}$ gives an infinite slope at zero

Yes, and the argument works for any repulsion $r^{-p}$ with $p>3$. Here $\beta$ is the inverse temperature, $\lambda$ the coupling, and energy and length are in reduced units. Write $I_p(\lambda)$ for the integral with exponent $p$, and $x=\beta\lambda r^{-p}$.

**Convergence.** Since $0<1-e^{-x}\le\min(1,x)$, the integrand is at most $r^2$ for $r\le1$ and at most $\beta\lambda r^{2-p}$ for $r>1$. Hence, for $p>3$,

$$I_p(\lambda)\le\frac13+\frac{\beta\lambda}{p-3}.$$

Conversely, let $0<p\le3$. From $e^x\ge1+x$ we get $1-e^{-x}\ge x/(1+x)$. For $r>1$ we have $x\le\beta\lambda$, so the integrand is at least

$$\frac{\beta\lambda}{1+\beta\lambda}\,r^{2-p},$$

whose integral over $r>1$ diverges.

**Scaling.** For $p>3$, substitute $r=su$ with $s=\lambda^{1/p}$. Then $\lambda r^{-p}=u^{-p}$ and $r^2dr=s^3u^2du$, so

$$I_p(\lambda)=\lambda^{3/p}I_p(1).$$

The integrand is strictly positive, hence $I_p(1)>0$.

**Endpoint.** Dividing by $\lambda$ and differentiating give

$$\frac{I_p(\lambda)}{\lambda}=\lambda^{3/p-1}I_p(1),\qquad \frac{dI_p}{d\lambda}=\frac3p\,\lambda^{3/p-1}I_p(1).$$

Because $3/p<1$, both tend to $+\infty$ as $\lambda\to0^+$. For $p=12$ they grow as $\lambda^{-3/4}$.

For one particle inserted into a non-interacting ideal gas of number density $\rho$, the insertion free energy is $4\pi\rho I(\lambda)/\beta$, so the thermodynamic-integration integrand diverges at this endpoint, and a quadrature rule that needs its value at $\lambda=0$ has no finite number to use.

## What the Lean theorems say

`mayerWeight β lam p r` is the radial integrand, with `lam` for $\lambda$ and a real exponent `p`. `overlapIntegral β lam p` integrates it over `Ioi 0`, the distances $r>0$; the factor $4\pi$ is left out.

The final theorem, `endpoint_singularity`, assumes only $\beta>0$. It states that for every $\lambda>0$ the integrand with $p=12$ is integrable and the $\lambda^{1/4}$ law holds, that the value at $\lambda=1$ is positive, and that the ratio diverges. Finiteness is stated directly by the `IntegrableOn` clause; the scaling equation alone would not show it, because Lean assigns the value zero to a non-convergent integral. In the limit, `𝓝[>] 0` means that $\lambda$ approaches zero from above, and `atTop` means divergence to $+\infty$.

The general results are `integrable_iff`, which says that for $p>0$ convergence is equivalent to $p>3$, and `deriv_diverges`, which treats the slope. The theorems concern this one-dimensional integral. The free energy, solvent interactions, attractions and charges do not enter them.

```lean
import Mathlib

open MeasureTheory Set Filter Topology

namespace LinearScalingEndpoint

noncomputable section

/-- The radial weight `r² (1 - exp(-β lam r^(-p)))` of a repulsion `r^(-p)` scaled linearly
by the coupling `lam`, at inverse temperature `β`. -/
def mayerWeight (β lam p r : ℝ) : ℝ :=
  r ^ 2 * (1 - Real.exp (-(β * lam * r ^ (-p))))

/-- The overlap integral: the radial weight integrated over all distances `r > 0`. -/
def overlapIntegral (β lam p : ℝ) : ℝ :=
  ∫ r in Ioi (0 : ℝ), mayerWeight β lam p r

/-- For positive `β` and `lam`, at every positive distance the weight is positive, at most `r²`, and
at most its first-order expansion in the coupling, `β lam r^(2-p)`. -/
theorem mayerWeight_bounds {β lam r : ℝ} (p : ℝ) (hβ : 0 < β) (hlam : 0 < lam) (hr : 0 < r) :
    0 < mayerWeight β lam p r ∧ mayerWeight β lam p r ≤ r ^ 2 ∧
      mayerWeight β lam p r ≤ β * lam * r ^ (2 - p) := by
  have hx : 0 < β * lam * r ^ (-p) := by positivity
  have h1 : Real.exp (-(β * lam * r ^ (-p))) < 1 := Real.exp_lt_one_iff.2 (by linarith)
  have h2 := Real.exp_pos (-(β * lam * r ^ (-p)))
  have h3 := Real.add_one_le_exp (-(β * lam * r ^ (-p)))
  have hr2 : 0 < r ^ 2 := by positivity
  have hpow : r ^ (2 - p) = r ^ 2 * r ^ (-p) := by
    rw [sub_eq_add_neg, Real.rpow_add hr, Real.rpow_two]
  unfold mayerWeight
  refine ⟨mul_pos hr2 (by linarith), by nlinarith, ?_⟩
  rw [hpow]
  calc r ^ 2 * (1 - Real.exp (-(β * lam * r ^ (-p))))
      ≤ r ^ 2 * (β * lam * r ^ (-p)) := mul_le_mul_of_nonneg_left (by linarith) hr2.le
    _ = β * lam * (r ^ 2 * r ^ (-p)) := by ring

/-- For positive `β` and `lam` and a repulsion `r^(-p)` with `p > 0`, the overlap integral converges
exactly when `p > 3`. -/
theorem integrable_iff {β lam p : ℝ} (hβ : 0 < β) (hlam : 0 < lam) (hp : 0 < p) :
    IntegrableOn (mayerWeight β lam p) (Ioi 0) ↔ 3 < p := by
  have hc : 0 < β * lam := mul_pos hβ hlam
  constructor
  · intro h
    have h1 : IntegrableOn (mayerWeight β lam p) (Ioi 1) :=
      h.mono_set (Ioi_subset_Ioi zero_le_one)
    -- in the tail the weight dominates a multiple of `r^(2-p)`
    have h2 : IntegrableOn (fun r : ℝ => r ^ (2 - p)) (Ioi 1) := by
      refine Integrable.mono' (h1.const_mul ((1 + β * lam) / (β * lam)))
        (Measurable.aestronglyMeasurable (by fun_prop))
        (ae_restrict_of_forall_mem measurableSet_Ioi fun r hr => ?_)
      have hr1 : (1 : ℝ) < r := hr
      have hr0 : 0 < r := by linarith
      have hpow : r ^ (2 - p) = r ^ 2 * r ^ (-p) := by
        rw [sub_eq_add_neg, Real.rpow_add hr0, Real.rpow_two]
      have hle : r ^ (-p) ≤ 1 := Real.rpow_le_one_of_one_le_of_nonpos hr1.le (by linarith)
      have hxpos : 0 < β * lam * r ^ (-p) := by positivity
      have hxc : β * lam * r ^ (-p) ≤ β * lam := by nlinarith
      rw [Real.norm_of_nonneg (Real.rpow_nonneg hr0.le _), div_mul_eq_mul_div,
        le_div_iff₀ hc, hpow]
      unfold mayerWeight

      have hx : r ^ 2 * r ^ (-p) * (β * lam) = r ^ 2 * (β * lam * r ^ (-p)) := by ring
      rw [hx]
      have key : ∀ y : ℝ, 0 < y → y ≤ β * lam →
          y ≤ (1 + β * lam) * (1 - Real.exp (-y)) := by
        intro y hy hyc
        have e1 : Real.exp (-y) * Real.exp y = 1 := by rw [← Real.exp_add]; simp
        have e2 := Real.add_one_le_exp y
        have e3 := Real.exp_pos (-y)
        have e4 : Real.exp (-y) < 1 := Real.exp_lt_one_iff.2 (by linarith)
        have e5 : Real.exp (-y) * (y + 1) ≤ 1 := by
          have e6 := mul_le_mul_of_nonneg_left e2 e3.le
          linarith
        nlinarith [mul_nonneg (sub_nonneg.2 hyc) (sub_nonneg.2 e4.le)]
      have hk := key (β * lam * r ^ (-p)) hxpos hxc
      have hm := mul_le_mul_of_nonneg_left hk (sq_nonneg r)
      linarith
    have h3 := (integrableOn_Ioi_rpow_iff (s := 2 - p) zero_lt_one).1 h2
    linarith
  · intro h3
    have hm : Measurable (mayerWeight β lam p) := by
      unfold mayerWeight
      fun_prop
    rw [← Ioc_union_Ioi_eq_Ioi (zero_le_one : (0 : ℝ) ≤ 1)]
    refine IntegrableOn.union ?_ ?_
    · -- near contact the weight is bounded
      have hg : IntegrableOn (fun _ : ℝ => (1 : ℝ)) (Ioc 0 1) :=
        continuous_const.integrableOn_Ioc
      refine Integrable.mono' hg hm.aestronglyMeasurable
        (ae_restrict_of_forall_mem measurableSet_Ioc fun r hr => ?_)
      obtain ⟨b1, b2, -⟩ := mayerWeight_bounds p hβ hlam hr.1
      rw [Real.norm_of_nonneg b1.le]
      nlinarith [hr.1, hr.2]
    · -- at large distance it decays like `r^(2-p)`
      have hg : IntegrableOn (fun r : ℝ => r ^ (2 - p)) (Ioi 1) :=
        integrableOn_Ioi_rpow_of_lt (by linarith) zero_lt_one
      refine Integrable.mono' (hg.const_mul (β * lam)) hm.aestronglyMeasurable
        (ae_restrict_of_forall_mem measurableSet_Ioi fun r hr => ?_)
      obtain ⟨b1, -, b3⟩ := mayerWeight_bounds p hβ hlam (zero_lt_one.trans hr)
      rwa [Real.norm_of_nonneg b1.le]

/-- For `p > 3` the overlap integral is positive at every positive coupling. -/
theorem overlapIntegral_pos {β lam p : ℝ} (hβ : 0 < β) (hlam : 0 < lam) (hp : 3 < p) :
    0 < overlapIntegral β lam p := by
  have hi := (integrable_iff hβ hlam (by linarith)).2 hp
  have hpos : ∀ r ∈ Ioi (0 : ℝ), 0 < mayerWeight β lam p r :=
    fun r hr => (mayerWeight_bounds p hβ hlam hr).1
  have hsub : Ioi (0 : ℝ) ⊆ Function.support (mayerWeight β lam p) :=
    fun r hr => (hpos r hr).ne'
  unfold overlapIntegral
  rw [setIntegral_pos_iff_support_of_nonneg_ae
    (ae_restrict_of_forall_mem measurableSet_Ioi fun r hr => (hpos r hr).le) hi,
    inter_eq_right.2 hsub]
  simp

/-- For `p > 3` the overlap integral at coupling `lam` is `lam^(3/p)` times its value at
full coupling. -/
theorem overlapIntegral_scaling {β lam p : ℝ} (hlam : 0 < lam) (hp : 3 < p) :
    overlapIntegral β lam p = lam ^ (3 / p) * overlapIntegral β 1 p := by
  have hp0 : p ≠ 0 := by linarith
  -- the length `s = lam^(1/p)` absorbs the coupling
  obtain ⟨s, hs, hsp, hs3⟩ : ∃ s : ℝ, 0 < s ∧ s ^ (-p) = lam⁻¹ ∧ s ^ 3 = lam ^ (3 / p) := by
    refine ⟨lam ^ (1 / p), by positivity, ?_, ?_⟩
    · rw [← Real.rpow_mul hlam.le, show 1 / p * -p = -1 by field_simp, Real.rpow_neg_one]
    · rw [← Real.rpow_natCast, ← Real.rpow_mul hlam.le]
      congr 1
      push_cast
      ring
  have key : EqOn (fun r => mayerWeight β lam p (s * r))
      (fun r => s ^ 2 * mayerWeight β 1 p r) (Ioi 0) := by
    intro r hr
    have hr0 : 0 < r := hr
    have e : lam * lam⁻¹ = 1 := mul_inv_cancel₀ hlam.ne'
    have e' : β * lam * (lam⁻¹ * r ^ (-p)) = β * 1 * r ^ (-p) := by
      linear_combination β * r ^ (-p) * e
    simp only [mayerWeight]
    rw [Real.mul_rpow hs.le hr0.le, hsp, e']
    ring
  have h := integral_comp_mul_left_Ioi (mayerWeight β lam p) 0 hs
  rw [mul_zero, setIntegral_congr_fun measurableSet_Ioi key, integral_const_mul,
    smul_eq_mul] at h
  change s ^ 2 * overlapIntegral β 1 p = s⁻¹ * overlapIntegral β lam p at h
  have e : s * s⁻¹ = 1 := mul_inv_cancel₀ hs.ne'
  rw [← hs3]
  linear_combination (-s) * h - overlapIntegral β lam p * e

/-- A power `lam^(q-1)` with `q < 1` diverges as the coupling tends to zero from above. -/
theorem power_diverges {q : ℝ} (hq : q < 1) :
    Tendsto (fun lam : ℝ => lam ^ (q - 1)) (𝓝[>] 0) atTop := by
  have h := (tendsto_rpow_atTop (sub_pos.2 hq)).comp (tendsto_inv_nhdsGT_zero (𝕜 := ℝ))
  refine h.congr' ?_
  filter_upwards [self_mem_nhdsWithin] with lam hlam
  have h0 : (0 : ℝ) ≤ lam := le_of_lt hlam
  simp only [Function.comp_apply]
  rw [Real.inv_rpow h0, ← Real.rpow_neg h0, neg_sub]

/-- For every `p > 3`, the ratio of the overlap integral to the coupling diverges as the
coupling tends to zero from above. -/
theorem ratio_diverges {β p : ℝ} (hβ : 0 < β) (hp : 3 < p) :
    Tendsto (fun lam => overlapIntegral β lam p / lam) (𝓝[>] 0) atTop := by
  have hq : 3 / p < 1 := (div_lt_one (by linarith)).2 hp
  refine ((power_diverges hq).atTop_mul_const
    (overlapIntegral_pos hβ one_pos hp)).congr' ?_
  filter_upwards [self_mem_nhdsWithin] with lam hlam
  rw [overlapIntegral_scaling hlam hp, Real.rpow_sub hlam, Real.rpow_one]
  ring

/-- For every `p > 3`, the derivative of the overlap integral with respect to the coupling
diverges as the coupling tends to zero from above. -/
theorem deriv_diverges {β p : ℝ} (hβ : 0 < β) (hp : 3 < p) :
    Tendsto (deriv fun lam => overlapIntegral β lam p) (𝓝[>] 0) atTop := by
  have hq : 3 / p < 1 := (div_lt_one (by linarith)).2 hp
  have hp0 : 0 < p := by linarith
  have hC : 0 < 3 / p * overlapIntegral β 1 p :=
    mul_pos (by positivity) (overlapIntegral_pos hβ one_pos hp)
  refine ((power_diverges hq).atTop_mul_const hC).congr' ?_
  filter_upwards [self_mem_nhdsWithin] with lam hlam
  have hl : 0 < lam := hlam
  -- differentiate the scaling law, valid in a neighbourhood of `lam`
  have hd := ((Real.hasDerivAt_rpow_const (p := 3 / p) (Or.inl hl.ne')).mul_const
    (overlapIntegral β 1 p)).congr_of_eventuallyEq
    (f₁ := fun l => overlapIntegral β l p)
    (by filter_upwards [Ioi_mem_nhds hl] with l h using overlapIntegral_scaling h hp)
  rw [hd.deriv]
  ring

/-- Endpoint singularity of linearly scaled `r^(-12)` repulsion: the overlap integral is finite
and equals `lam^(1/4)` times its positive value at `lam = 1`, and its ratio to `lam` diverges
as `lam` tends to zero from above. -/
theorem endpoint_singularity {β : ℝ} (hβ : 0 < β) :
    (∀ lam : ℝ, 0 < lam → IntegrableOn (mayerWeight β lam 12) (Ioi 0) ∧
      overlapIntegral β lam 12 = lam ^ (1 / 4 : ℝ) * overlapIntegral β 1 12) ∧
    0 < overlapIntegral β 1 12 ∧
    Tendsto (fun lam => overlapIntegral β lam 12 / lam) (𝓝[>] 0) atTop := by
  refine ⟨fun lam hlam => ⟨(integrable_iff hβ hlam (by norm_num)).2 (by norm_num), ?_⟩,
    overlapIntegral_pos hβ one_pos (by norm_num), ratio_diverges hβ (by norm_num)⟩
  rw [overlapIntegral_scaling hlam (by norm_num), show (3 / 12 : ℝ) = 1 / 4 by norm_num]

end

end LinearScalingEndpoint
```

```lean
#print axioms LinearScalingEndpoint.deriv_diverges
#print axioms LinearScalingEndpoint.endpoint_singularity
```

```
'LinearScalingEndpoint.deriv_diverges' depends on axioms: [propext, Classical.choice, Quot.sound]
'LinearScalingEndpoint.endpoint_singularity' depends on axioms: [propext, Classical.choice, Quot.sound]
```

## How the proof follows the derivation

`mayerWeight_bounds` proves positivity and the two upper bounds, using $1+y\le e^y$ at $y=-x$. In `integrable_iff`, the convergent direction splits the half-line at $r=1$ and compares each part with an integrable function: the constant 1 near contact, a multiple of $r^{2-p}$ in the tail. The other direction uses the inequality `key`, $y\le(1+\beta\lambda)(1-e^{-y})$ for $0<y\le\beta\lambda$. If the weight were integrable, $r^{2-p}$ would be integrable on $r>1$ too, which forces $p>3$.

`overlapIntegral_pos` uses that the integrand is nonzero on the whole half-line, a set of positive measure. `overlapIntegral_scaling` constructs $s=\lambda^{1/p}$ and changes variables with `integral_comp_mul_left_Ioi`.

`power_diverges` rewrites $\lambda^{q-1}$ as $(1/\lambda)^{1-q}$, a positive power of a quantity tending to infinity. `ratio_diverges` multiplies this, at $q=3/p$, by the positive constant $I_p(1)$. `deriv_diverges` first notes that the scaling law holds in a neighbourhood of each $\lambda>0$, so the integral can be differentiated there as a power of $\lambda$. `endpoint_singularity` sets $p=12$ and simplifies $3/12$ to $1/4$.
